# The fermionic two-body interaction c₁†c₂†c₄c₃ + h.c. equals its own cube

The interaction c₁†c₂†c₄c₃ plus its adjoint moves two fermions from modes 3 and 4 to modes 1 and 2, and back. `interaction_cube` states that this operator, with coefficient one and with the four modes represented on four qubits by the Jordan-Wigner construction, equals its own cube as a complex matrix. The proof writes the interaction as T + S, where T is the qubit string a†a†aa and S is its adjoint aaa†a†. It then expands the cube and uses T² = S² = 0, TST = T and STS = S, which come from one-qubit identities such as aa†a = a.

The first attempt, which Lean rejects:

```lean
import Mathlib

open Matrix
open Complex (I)
open scoped Kronecker

namespace InteractionCube

noncomputable section

/-- Operators on one qubit. -/
abbrev Qubit := Matrix (Fin 2) (Fin 2) ℂ

/-- Operators on four qubits. -/
abbrev Op := Matrix (Fin 2 × Fin 2 × Fin 2 × Fin 2) (Fin 2 × Fin 2 × Fin 2 × Fin 2) ℂ

/-- The Pauli matrix X. -/
def X : Qubit := !![0, 1; 1, 0]

/-- The Pauli matrix Y. -/
def Y : Qubit := !![0, -I; I, 0]

/-- The Pauli matrix Z. -/
def Z : Qubit := !![1, 0; 0, -1]

/-- The one-qubit lowering operator a = (X + iY)/2. -/
def a : Qubit := (1 / 2 : ℂ) • (X + I • Y)

/-- The four-qubit operator that acts with P, Q, R, S on qubits 1, 2, 3, 4. -/
def string (P Q R S : Qubit) : Op := P ⊗ₖ (Q ⊗ₖ (R ⊗ₖ S))

/-- The annihilation operator of mode 1. -/
def c₁ : Op := string a 1 1 1

/-- The annihilation operator of mode 2, with its Jordan-Wigner factor Z on qubit 1. -/
def c₂ : Op := string Z a 1 1

/-- The annihilation operator of mode 3, with Z on qubits 1 and 2. -/
def c₃ : Op := string Z Z a 1

/-- The annihilation operator of mode 4, with Z on qubits 1, 2 and 3. -/
def c₄ : Op := string Z Z Z a

/-- The two-body interaction c₁† c₂† c₄ c₃ plus its adjoint. -/
def interaction : Op := c₁ᴴ * c₂ᴴ * c₄ * c₃ + (c₁ᴴ * c₂ᴴ * c₄ * c₃)ᴴ

/-- Four-qubit strings multiply qubit by qubit. -/
theorem string_mul (P Q R S P' Q' R' S' : Qubit) :
    string P Q R S * string P' Q' R' S' = string (P * P') (Q * Q') (R * R') (S * S') := by
  simp only [string, Matrix.mul_kronecker_mul]

private theorem string_adj (P Q R S : Qubit) :
    (string P Q R S)ᴴ = string Pᴴ Qᴴ Rᴴ Sᴴ := by
  simp only [string, Matrix.conjTranspose_kronecker]

private theorem a_eq : a = !![0, 1; 0, 0] := by
  ext i j
  fin_cases i <;> fin_cases j <;> norm_num [a, X, Y]

/-- The Jordan-Wigner factors Z cancel: the interaction is a†a†aa + aaa†a† on the
four qubits. -/
theorem interaction_eq_ladder :
    interaction = string aᴴ aᴴ a a + string a a aᴴ aᴴ := by
  have h1 : aᴴ * Zᴴ * Z * Z = aᴴ := by
    rw [a_eq]; ext i j
    fin_cases i <;> fin_cases j <;> simp [Z, Matrix.mul_apply, Fin.sum_univ_succ]
  have h2 : aᴴ * Z * Z = aᴴ := by
    rw [a_eq]; ext i j
    fin_cases i <;> fin_cases j <;> simp [Z, Matrix.mul_apply, Fin.sum_univ_succ]
  have h3 : Z * a = a := by
    rw [a_eq]; ext i j
    fin_cases i <;> fin_cases j <;> simp [Z, Matrix.mul_apply, Fin.sum_univ_succ]
  have h : c₁ᴴ * c₂ᴴ * c₄ * c₃ = string aᴴ aᴴ a a := by
    simp only [c₁, c₂, c₃, c₄, string_adj, string_mul, Matrix.conjTranspose_one,
      one_mul, mul_one, h1, h2, h3]
  rw [interaction, h, string_adj, Matrix.conjTranspose_conjTranspose]

/-- The interaction equals its own cube. -/
theorem interaction_cube : interaction ^ 3 = interaction := by
  have h1 : a * a = 0 := by
    rw [a_eq]; ext i j
    fin_cases i <;> fin_cases j <;> simp [Matrix.mul_apply, Fin.sum_univ_succ]
  have h2 : aᴴ * aᴴ = 0 := by
    rw [← Matrix.conjTranspose_mul, h1, Matrix.conjTranspose_zero]
  have h3 : a * aᴴ * a = a := by
    rw [a_eq]; ext i j
    fin_cases i <;> fin_cases j <;> simp [Matrix.mul_apply, Fin.sum_univ_succ]
  have h4 : aᴴ * a * aᴴ = aᴴ := by
    rw [a_eq]; ext i j
    fin_cases i <;> fin_cases j <;> simp [Matrix.mul_apply, Fin.sum_univ_succ]
  rw [interaction_eq_ladder]
  have hT : string aᴴ aᴴ a a * string aᴴ aᴴ a a = 0 := by
    rw [string_mul, h1, h2]; simp [string]
  have hS : string a a aᴴ aᴴ * string a a aᴴ aᴴ = 0 := by
    rw [string_mul, h1, h2]; simp [string]
  have hTST : string aᴴ aᴴ a a * string a a aᴴ aᴴ * string aᴴ aᴴ a a
      = string aᴴ aᴴ a a := by
    rw [string_mul, string_mul, h3, h4]
  have hSTS : string a a aᴴ aᴴ * string aᴴ aᴴ a a * string a a aᴴ aᴴ
      = string a a aᴴ aᴴ := by
    rw [string_mul, string_mul, h3, h4]
  generalize string aᴴ aᴴ a a = T at *
  generalize string a a aᴴ aᴴ = S at *
  -- only the two alternating products survive
  calc (T + S) ^ 3 = T * T * (T + S) + T * S * T + T * (S * S)
        + S * (T * T) + S * T * S + S * S * (T + S) := by noncomm_ring
    _ = T + S := by rw [hT, hS, hTST, hSTS]; simp

end

end InteractionCube
```

Lean reports:

```
Main.lean:85:30: error: unsolved goals
case «0».«1»
h1 : a * a = 0
h2 : aᴴ * aᴴ = 0
⊢ (![0, 1] ᵥ* !![0, 1; 0, 0]ᴴ) 0 = 1

case «1».«1»
h1 : a * a = 0
h2 : aᴴ * aᴴ = 0
⊢ (![0, 0] ᵥ* !![0, 1; 0, 0]ᴴ) 0 = 0
```

Diagnosis. The error is in `h3`, the one-qubit identity `a * aᴴ * a = a`. Both goals left by `simp` are true, but they contain an entry of a row vector times `!![0, 1; 0, 0]ᴴ` that has not been computed. In the inner product `a * aᴴ` the left factor is an explicit matrix once `a_eq` has been used, and `simp` rewrote that product row by row, as vector-matrix products (`ᵥ*`). `Matrix.mul_apply`, which expands an entry of a matrix product, does not apply to that form, and `simp` got no further.

The repair avoids this calculation. The companion identity `h4`, `aᴴ * a * aᴴ = aᴴ`, draws no error, and its adjoint is `h3`. The new proof applies `Matrix.conjTranspose` to both sides of `h4`; `simpa only` then reverses the products, cancels the double adjoints and regroups the factors with `← mul_assoc`. `h4` moves ahead of `h3` because `h3` now uses it; its own proof is unchanged.

As a diff, the version that Lean accepts:

```diff
@@ -83,10 +83,11 @@
   have h2 : aᴴ * aᴴ = 0 := by
     rw [← Matrix.conjTranspose_mul, h1, Matrix.conjTranspose_zero]
-  have h3 : a * aᴴ * a = a := by
-    rw [a_eq]; ext i j
-    fin_cases i <;> fin_cases j <;> simp [Matrix.mul_apply, Fin.sum_univ_succ]
   have h4 : aᴴ * a * aᴴ = aᴴ := by
     rw [a_eq]; ext i j
     fin_cases i <;> fin_cases j <;> simp [Matrix.mul_apply, Fin.sum_univ_succ]
+  have h3 : a * aᴴ * a = a := by
+    have h := congrArg Matrix.conjTranspose h4
+    simpa only [Matrix.conjTranspose_mul, Matrix.conjTranspose_conjTranspose,
+      ← mul_assoc] using h
   rw [interaction_eq_ladder]
   have hT : string aᴴ aᴴ a a * string aᴴ aᴴ a a = 0 := by
```
